# Coherence between two fermionic modes limits their joint occupation

An electron shared between two spin orbitals can lower its energy by hopping from one to the other. If both orbitals are filled, the Pauli principle blocks the hop. A state with a large coherence between two orbitals, meaning a large expectation value of the operator that moves an electron from one to the other, should therefore seldom have both of them occupied. The question is how strong this restriction is.

Let \(a_i\) annihilate a fermion in mode \(i\), and let \(w(x)\) be the expectation value of \(x\) in some state. Define the one-body density matrix and the joint occupation by

\[
g(i,j)=w(a_i^\dagger a_j),\qquad D=D(ij,ij)=w(a_i^\dagger a_j^\dagger a_j a_i).
\]

For \(i\neq j\), the claim is

\[
|g(i,j)|^2\le \bigl(g(i,i)-D\bigr)\bigl(g(j,j)-D\bigr).
\]

The two factors are the probabilities that only \(i\), or only \(j\), is occupied.

## Hopping as an overlap of blocked annihilators

Positivity, \(w(x^\dagger x)\ge 0\), gives a Cauchy–Schwarz inequality. Write \(P=w(x^\dagger x)\), \(Q=w(y^\dagger y)\) and \(b=w(x^\dagger y)\). For every complex \(c\),

\[
0\le w\bigl((x+cy)^\dagger(x+cy)\bigr)=P+cb+c^*w(y^\dagger x)+|c|^2Q .
\]

The right-hand side must be real for \(c=1\) and \(c=\mathrm i\), which forces \(w(y^\dagger x)=b^*\). Setting \(c=-tb^*\) with \(t\) real gives

\[
0\le P-2t|b|^2+t^2|b|^2Q .
\]

The discriminant cannot be positive, so \(|b|^4\le |b|^2PQ\), and hence \(|b|^2\le PQ\); the case \(b=0\) is immediate.

Now take \(x_{ij}=a_ja_j^\dagger a_i\), which removes a particle from \(i\) only when \(j\) is empty. Since \(a_j^2=0\), we have \(a_ja_j^\dagger a_j=a_j\), and therefore

\[
x_{ij}^\dagger x_{ij}=a_i^\dagger a_ja_j^\dagger a_i
=a_i^\dagger a_i-a_i^\dagger a_j^\dagger a_ja_i .
\]

For \(i\ne j\), the product \(a_ja_j^\dagger\) commutes with \(a_i\) and \(a_i^\dagger\), because two anticommutations cancel in sign. Thus

\[
x_{ij}^\dagger x_{ji}=a_i^\dagger(a_ja_j^\dagger)a_ia_i^\dagger a_j
=(a_i^\dagger a_ia_i^\dagger)(a_ja_j^\dagger a_j)=a_i^\dagger a_j .
\]

Cauchy–Schwarz for \(x_{ij}\) and \(x_{ji}\), with \(D(ij,ij)=D(ji,ji)\), is the claim.

A simpler bound follows. Let \(u=g(i,i)-D\) and \(v=g(j,j)-D\), both non-negative. The probability that both modes are empty is \(1-u-v-D\ge0\), so

\[
D+2|g(i,j)|\le D+2\sqrt{uv}\le D+u+v\le1 .
\]

## Operators, states and density matrices in Lean

The observables form a complex algebra `A` with an adjoint `star`. The index type `ι` labels the modes and may be infinite.

```lean
import Mathlib

open Matrix
open scoped ComplexOrder

namespace HoppingPairBound

noncomputable section

variable {A ι : Type*} [Ring A] [StarRing A] [Algebra ℂ A]
```

The anticommutation relations are a hypothesis on the family `a`. They stand for fermionic exchange antisymmetry in an orthonormal set of spin orbitals.

```lean
/-- Canonical anticommutation relations for annihilation operators `a i`, with `star (a i)` the
creation operators. -/
structure IsCAR (a : ι → A) : Prop where
  anti : ∀ i j, a i * a j + a j * a i = 0
  same : ∀ i, a i * star (a i) + star (a i) * a i = 1
  mixed : ∀ i j, i ≠ j → a i * star (a j) + star (a j) * a i = 0
```

A state is a linear functional, so pure and mixed states are both included, and no particle number is fixed. The order on the complex numbers makes `0 ≤ w (star x * x)` say that the value is real and non-negative.

```lean
/-- A state: a positive, normalised linear functional on the observables. -/
structure IsState (w : A →ₗ[ℂ] ℂ) : Prop where
  pos : ∀ x, 0 ≤ w (star x * x)
  normalized : w 1 = 1
```

The index order is that of \(a_i^\dagger a_j\).

```lean
/-- The one-body density matrix `g(i,j) = w(a_i† a_j)`. -/
def g (w : A →ₗ[ℂ] ℂ) (a : ι → A) (i j : ι) : ℂ := w (star (a i) * a j)
```

`D` takes a real part in order to be a real number. In a state nothing is lost, because the operator is \((a_ja_i)^\dagger(a_ja_i)\). There is no factor \(1/2\) in this normalisation.

```lean
/-- The joint occupation `D(ij,ij)`, the real part of `w(a_i† a_j† a_j a_i)`. -/
def D (w : A →ₗ[ℂ] ℂ) (a : ι → A) (i j : ι) : ℝ :=
  (w (star (a i) * star (a j) * a j * a i)).re

/-- The blocked annihilator `a_j a_j† a_i`: it removes a particle from `i` and projects on `j`
being empty. -/
def blocked (a : ι → A) (i j : ι) : A := a j * star (a j) * a i
```

## From positivity to the coherence bound

In the next proof `key` is the expansion in \(c\). The facts `h1` and `h2` come from \(c=1\) and \(c=\mathrm i\), `h3` is the quadratic in \(t\), and `discrim_le_zero` supplies its discriminant. The assumption `StarModule ℂ A` says that the adjoint conjugates scalars.

```lean
/-- The Cauchy-Schwarz inequality for expectation values in a state. -/
theorem state_cauchy_schwarz [StarModule ℂ A] {w : A →ₗ[ℂ] ℂ} (hw : IsState w) (x y : A) :
    ‖w (star x * y)‖ ^ 2 ≤ (w (star x * x)).re * (w (star y * y)).re := by
  have key (c : ℂ) : 0 ≤ w (star x * x) + c * w (star x * y) + star c * w (star y * x)
      + star c * c * w (star y * y) := by
    have h := hw.pos (x + c • y)
    have e : w (star (x + c • y) * (x + c • y)) = w (star x * x) + c * w (star x * y)
        + star c * w (star y * x) + star c * c * w (star y * y) := by
      simp only [star_add, star_smul, add_mul, mul_add, smul_mul_assoc, mul_smul_comm,
        map_add, map_smul, smul_eq_mul]
      ring
    rwa [e] at h
  have hx := Complex.nonneg_iff.mp (hw.pos x)
  have hy := Complex.nonneg_iff.mp (hw.pos y)
  generalize w (star x * x) = P at *
  generalize w (star y * y) = Q at *
  generalize w (star x * y) = b at *
  generalize w (star y * x) = b' at *
  -- reality of the expectation values forces b' to be the conjugate of b
  have h1 := (Complex.nonneg_iff.mp (key 1)).2
  have h2 := (Complex.nonneg_iff.mp (key Complex.I)).2
  simp only [Complex.add_im, Complex.mul_im, Complex.mul_re, Complex.star_def, Complex.conj_re,
    Complex.conj_im, Complex.I_re, Complex.I_im, Complex.one_re, Complex.one_im] at h1 h2
  have him : b'.im = -b.im := by linarith [hx.2, hy.2]
  have hre : b'.re = b.re := by linarith [hx.2, hy.2]
  -- a quadratic polynomial that is nowhere negative
  have h3 : ∀ t : ℝ, 0 ≤ ((b.re * b.re + b.im * b.im) * Q.re) * (t * t)
      + (-2 * (b.re * b.re + b.im * b.im)) * t + P.re := by
    intro t
    have h := (Complex.nonneg_iff.mp (key ⟨-t * b.re, t * b.im⟩)).1
    simp only [Complex.add_re, Complex.mul_im, Complex.mul_re, Complex.star_def,
      Complex.conj_re, Complex.conj_im, hre, him] at h
    linarith
  have h4 := discrim_le_zero h3
  rw [Complex.sq_norm, Complex.normSq_apply]
  have hN : 0 ≤ b.re * b.re + b.im * b.im :=
    add_nonneg (mul_self_nonneg _) (mul_self_nonneg _)
  generalize b.re * b.re + b.im * b.im = N at *
  unfold discrim at h4
  rcases hN.eq_or_lt with h0 | h0
  · rw [← h0]
    exact mul_nonneg hx.1 hy.1
  · refine le_of_mul_le_mul_left ?_ h0
    linarith
```

The single-mode identity follows from \(a_i^2=0\), which is the relation `anti` at equal indices.

```lean
/-- Annihilating, creating and annihilating again in one mode is the same as annihilating once. -/
theorem annihilate_create_annihilate {a : ι → A} (ha : IsCAR a) (i : ι) :
    a i * star (a i) * a i = a i := by
  have h0 : a i * a i = 0 := by
    calc a i * a i = (1 / 2 : ℂ) • (a i * a i + a i * a i) := by module
      _ = 0 := by rw [ha.anti i i, smul_zero]
  have h1 : star (a i) * a i = 1 - a i * star (a i) := eq_sub_of_add_eq' (ha.same i)
  rw [mul_assoc, h1, mul_sub, mul_one, ← mul_assoc, h0, zero_mul, sub_zero]
```

It collapses the repeated projection in \(x_{ij}^\dagger x_{ij}\).

```lean
/-- For the blocked annihilator `x`, the product `x† x` equals `a_i† a_i - a_i† a_j† a_j a_i`. -/
theorem blocked_sq {a : ι → A} (ha : IsCAR a) (i j : ι) :
    star (blocked a i j) * blocked a i j
      = star (a i) * a i - star (a i) * star (a j) * a j * a i := by
  calc star (blocked a i j) * blocked a i j
      = star (a i) * (a j * star (a j) * a j) * star (a j) * a i := by
        simp only [blocked, star_mul, star_star, mul_assoc]
    _ = star (a i) * (a j * star (a j)) * a i := by
        rw [annihilate_create_annihilate ha j]; simp only [mul_assoc]
    _ = star (a i) * (1 - star (a j) * a j) * a i := by
        rw [eq_sub_of_add_eq (ha.same j)]
    _ = _ := by simp only [mul_sub, sub_mul, mul_one, mul_assoc]
```

For the overlap, `h1` moves \(a_ja_j^\dagger\) past \(a_i\); `h2` and `h3` are adjoints of identities already known. The `calc` chain then follows the derivation above.

```lean
/-- The hopping operator `a_i† a_j` is the overlap of the two blocked annihilators. -/
theorem blocked_overlap {a : ι → A} (ha : IsCAR a) {i j : ι} (hij : i ≠ j) :
    star (blocked a i j) * blocked a j i = star (a i) * a j := by
  have h1 : a j * star (a j) * a i = a i * (a j * star (a j)) := by
    linear_combination (norm := noncomm_ring)
      a j * ha.mixed i j hij - ha.anti i j * star (a j)
  have h2 : a j * star (a j) * star (a i) = star (a i) * (a j * star (a j)) := by
    simpa [mul_assoc] using (congrArg star h1).symm
  have h3 : star (a i) * a i * star (a i) = star (a i) := by
    simpa [mul_assoc] using congrArg star (annihilate_create_annihilate ha i)
  calc star (blocked a i j) * blocked a j i
      = star (a i) * (a j * star (a j) * a i) * star (a i) * a j := by
        simp only [blocked, star_mul, star_star, mul_assoc]
    _ = star (a i) * a i * (a j * star (a j) * star (a i)) * a j := by
        rw [h1]; simp only [mul_assoc]
    _ = (star (a i) * a i * star (a i)) * (a j * star (a j) * a j) := by
        rw [h2]; simp only [mul_assoc]
    _ = star (a i) * a j := by rw [h3, annihilate_create_annihilate ha j]
```

Exchanging the modes in \(D\) produces two minus signs, which cancel.

```lean
/-- The joint occupation does not depend on the order of the two modes. -/
theorem D_symm {a : ι → A} (ha : IsCAR a) (w : A →ₗ[ℂ] ℂ) (i j : ι) :
    D w a i j = D w a j i := by
  have h : a j * a i = -(a i * a j) := eq_neg_of_add_eq_zero_left (ha.anti j i)
  have hs : star (a i) * star (a j) = -(star (a j) * star (a i)) := by
    simpa using congrArg star h
  unfold D
  rw [mul_assoc (star (a i) * star (a j)), h, hs, neg_mul_neg, ← mul_assoc]
```

The main theorem substitutes these identities into Cauchy–Schwarz. It holds for any two different modes in any state as defined above. It is a necessary condition on the density matrices and does not establish that matrices satisfying it come from a state.

```lean
/-- Hopping coherence limits joint occupation:
`|g(i,j)|² ≤ (g(i,i) - D(ij,ij)) (g(j,j) - D(ij,ij))` for two different modes in any state. -/
theorem coherence_sq_le [StarModule ℂ A] {a : ι → A} (ha : IsCAR a) {w : A →ₗ[ℂ] ℂ}
    (hw : IsState w) {i j : ι} (hij : i ≠ j) :
    ‖g w a i j‖ ^ 2 ≤ ((g w a i i).re - D w a i j) * ((g w a j j).re - D w a i j) := by
  have h := state_cauchy_schwarz hw (blocked a i j) (blocked a j i)
  rw [blocked_overlap ha hij, blocked_sq ha i j, blocked_sq ha j i, map_sub, map_sub,
    Complex.sub_re, Complex.sub_re] at h
  have e := D_symm ha w i j
  unfold D at e
  rw [← e] at h
  exact h
```

In the corollary, `hu` and `hv` are \(u,v\ge0\), and `hq` is the probability of two empty modes, obtained from positivity for \(a_j^\dagger a_i^\dagger\). The last step squares the contrary assumption \(u+v<2|g(i,j)|\) and contradicts \((u-v)^2\ge0\).

```lean
/-- The joint occupation of two different modes plus twice the modulus of their coherence is at
most one. -/
theorem joint_add_two_coherence_le_one [StarModule ℂ A] {a : ι → A} (ha : IsCAR a)
    {w : A →ₗ[ℂ] ℂ} (hw : IsState w) {i j : ι} (hij : i ≠ j) :
    D w a i j + 2 * ‖g w a i j‖ ≤ 1 := by
  have hm := coherence_sq_le ha hw hij
  have hu : 0 ≤ (g w a i i).re - D w a i j := by
    have h := (Complex.nonneg_iff.mp (hw.pos (blocked a i j))).1
    rwa [blocked_sq ha i j, map_sub, Complex.sub_re] at h
  have hv : 0 ≤ (g w a j j).re - D w a i j := by
    have h := (Complex.nonneg_iff.mp (hw.pos (blocked a j i))).1
    rw [blocked_sq ha j i, map_sub, Complex.sub_re] at h
    rw [D_symm ha w i j]
    exact h
  -- the probability that both modes are empty is not negative
  have hq : 0 ≤ 1 - (g w a i i).re - (g w a j j).re + D w a i j := by
    have h := (Complex.nonneg_iff.mp (hw.pos (star (a j) * star (a i)))).1
    have e : star (star (a j) * star (a i)) * (star (a j) * star (a i))
        = 1 - star (a i) * a i - star (a j) * a j
          + star (a j) * star (a i) * a i * a j := by
      rw [star_mul, star_star, star_star]
      linear_combination (norm := noncomm_ring)
        a i * ha.same j * star (a i) + ha.same i - ha.mixed i j hij * (a j * star (a i))
          + star (a j) * a i * ha.mixed j i hij.symm - star (a j) * ha.same i * a j
    rw [e, map_add, map_sub, map_sub, hw.normalized, Complex.add_re, Complex.sub_re,
      Complex.sub_re, Complex.one_re] at h
    rw [D_symm ha w i j]
    exact h
  by_contra hc
  have hc' : ((g w a i i).re - D w a i j) + ((g w a j j).re - D w a i j)
      < 2 * ‖g w a i j‖ := by linarith
  nlinarith [sq_nonneg ((g w a i i).re - (g w a j j).re)]
```

## Equality in a two-mode superposition

The matrices below fix the sign convention \(|11\rangle=a_0^\dagger a_1^\dagger|00\rangle\).

```lean
/-- Two fermionic modes as matrices in the basis `|00>, |10>, |01>, |11>`. -/
def modes : Fin 2 → Matrix (Fin 4) (Fin 4) ℂ :=
  ![!![0, 1, 0, 0; 0, 0, 0, 0; 0, 0, 0, 1; 0, 0, 0, 0],
    !![0, 0, 1, 0; 0, 0, 0, -1; 0, 0, 0, 0; 0, 0, 0, 0]]

/-- The expectation value `<ψ|M|ψ>` as a linear functional of the matrix `M`. -/
def vectorState (ψ : Fin 4 → ℂ) : Matrix (Fin 4) (Fin 4) ℂ →ₗ[ℂ] ℂ where
  toFun M := star ψ ⬝ᵥ (M *ᵥ ψ)
  map_add' M N := by rw [Matrix.add_mulVec, dotProduct_add]
  map_smul' c M := by simp [Matrix.smul_mulVec, dotProduct_smul]
```

For \(|p|^2+|q|^2+|r|^2=1\), the vector \(p|10\rangle+q|01\rangle+r|11\rangle\) defines a state. The proof checks the anticommutation relations entry by entry and obtains positivity from \(\langle\psi|M^\dagger M|\psi\rangle=\|M\psi\|^2\).

```lean
/-- The two matrix modes satisfy the anticommutation relations, and every normalised
superposition `p|10> + q|01> + r|11>` gives a state. -/
theorem car_state_witness (p q r : ℂ) (h : ‖p‖ ^ 2 + ‖q‖ ^ 2 + ‖r‖ ^ 2 = 1) :
    IsCAR modes ∧ IsState (vectorState ![0, p, q, r]) := by
  refine ⟨⟨?_, ?_, ?_⟩, ⟨?_, ?_⟩⟩
  · intro i j
    fin_cases i <;> fin_cases j <;> ext k l <;> fin_cases k <;> fin_cases l <;>
      simp [modes]
  · intro i
    fin_cases i <;> ext k l <;> fin_cases k <;> fin_cases l <;>
      simp [modes, Matrix.mul_apply, Fin.sum_univ_four, Matrix.star_eq_conjTranspose,
        Matrix.vecMul, dotProduct]
  · intro i j hij
    fin_cases i <;> fin_cases j <;> first
      | exact absurd rfl hij
      | (ext k l
         fin_cases k <;> fin_cases l <;>
          simp [modes, Matrix.mul_apply, Fin.sum_univ_four, Matrix.star_eq_conjTranspose,
            Matrix.vecMul, dotProduct])
  · intro M
    change 0 ≤ star ![0, p, q, r] ⬝ᵥ ((Mᴴ * M) *ᵥ ![0, p, q, r])
    rw [← Matrix.mulVec_mulVec, Matrix.dotProduct_mulVec, ← Matrix.star_mulVec]
    exact dotProduct_star_self_nonneg _
  · have hc : (‖p‖ : ℂ) ^ 2 + (‖q‖ : ℂ) ^ 2 + (‖r‖ : ℂ) ^ 2 = 1 := by exact_mod_cast h
    change star ![0, p, q, r] ⬝ᵥ ((1 : Matrix (Fin 4) (Fin 4) ℂ) *ᵥ ![0, p, q, r]) = 1
    rw [Matrix.one_mulVec]
    simp only [dotProduct, Fin.sum_univ_four]
    simp [Complex.conj_mul']
    linear_combination hc
```

The action of each mode operator on a general vector reduces the expectation values to short sums.

```lean
/-- Action of the two annihilators and the two creators on a general two-mode vector. -/
theorem modes_action (x y z u : ℂ) :
    modes 0 *ᵥ ![x, y, z, u] = ![y, 0, u, 0] ∧ modes 1 *ᵥ ![x, y, z, u] = ![z, -u, 0, 0] ∧
    star (modes 0) *ᵥ ![x, y, z, u] = ![0, x, 0, z] ∧
    star (modes 1) *ᵥ ![x, y, z, u] = ![0, 0, x, -y] := by
  refine ⟨?_, ?_, ?_, ?_⟩ <;> ext k <;> fin_cases k <;>
    simp [modes, Matrix.mulVec, dotProduct, Fin.sum_univ_four]
```

These give \(g(0,1)=p^*q\), \(D=|r|^2\), \(g(0,0)=|p|^2+|r|^2\) and \(g(1,1)=|q|^2+|r|^2\). Both sides of the bound equal \(|p|^2|q|^2\), so it is attained at non-zero joint occupation too. The equality is algebraic and its theorem needs no normalisation; `car_state_witness` supplies the states.

```lean
/-- For the vector `p|10> + q|01> + r|11>`, normalised or not, `g(0,1) = p* q` and `D(01,01) =
|r|²`, and the two sides of the coherence bound are equal. -/
theorem coherence_bound_sharp (p q r : ℂ) :
    let w := vectorState ![0, p, q, r]
    g w modes 0 1 = star p * q ∧ D w modes 0 1 = ‖r‖ ^ 2 ∧
    ‖g w modes 0 1‖ ^ 2
      = ((g w modes 0 0).re - D w modes 0 1) * ((g w modes 1 1).re - D w modes 0 1) := by
  intro w
  have hw (M : Matrix (Fin 4) (Fin 4) ℂ) :
      w M = star ![0, p, q, r] ⬝ᵥ (M *ᵥ ![0, p, q, r]) := rfl
  have a0 := fun x y z u => (modes_action x y z u).1
  have a1 := fun x y z u => (modes_action x y z u).2.1
  have c0 := fun x y z u => (modes_action x y z u).2.2.1
  have c1 := fun x y z u => (modes_action x y z u).2.2.2
  have h01 : g w modes 0 1 = star p * q := by
    simp only [g, hw, ← Matrix.mulVec_mulVec, a1, c0]
    simp [dotProduct, Fin.sum_univ_four]
  have h00 : g w modes 0 0 = ((‖p‖ ^ 2 + ‖r‖ ^ 2 : ℝ) : ℂ) := by
    simp only [g, hw, ← Matrix.mulVec_mulVec, a0, c0]
    simp [dotProduct, Fin.sum_univ_four, Complex.conj_mul']
  have h11 : g w modes 1 1 = ((‖q‖ ^ 2 + ‖r‖ ^ 2 : ℝ) : ℂ) := by
    simp only [g, hw, ← Matrix.mulVec_mulVec, a1, c1]
    simp [dotProduct, Fin.sum_univ_four, Complex.conj_mul']
  have hD : D w modes 0 1 = ‖r‖ ^ 2 := by
    have e : w (star (modes 0) * star (modes 1) * modes 1 * modes 0)
        = ((‖r‖ ^ 2 : ℝ) : ℂ) := by
      simp only [hw, ← Matrix.mulVec_mulVec, a0, a1, c0, c1]
      simp [dotProduct, Fin.sum_univ_four, Complex.conj_mul']
    rw [D, e, Complex.ofReal_re]
  refine ⟨h01, hD, ?_⟩
  rw [h01, h00, h11, hD, Complex.ofReal_re, Complex.ofReal_re, norm_mul, norm_star]
  ring

end

end HoppingPairBound
```

```lean
#print axioms HoppingPairBound.joint_add_two_coherence_le_one
#print axioms HoppingPairBound.coherence_bound_sharp
```

```
'HoppingPairBound.joint_add_two_coherence_le_one' depends on axioms: [propext, Classical.choice, Quot.sound]
'HoppingPairBound.coherence_bound_sharp' depends on axioms: [propext, Classical.choice, Quot.sound]
```

When \(r\neq0\) and \(p\) or \(q\) is non-zero, this vector superposes odd and even particle numbers. An incoherent mixture of its one-particle part with \(|11\rangle\), at the same weights, gives the same \(g\) and \(D\), since the operators involved conserve particle number.

## Checking and constraining computed density matrices

In an electronic-structure code, the bound can test one- and two-body density matrices, pair by pair in the spin orbitals. One computes \(u\), \(v\) and \(uv-|g(i,j)|^2\); a negative value beyond numerical or sampling error shows that the two matrices do not come from one common state. Possible causes include different orbital orderings in the two matrices and a \(D\) too large by a factor of 2. The cause can also be the method itself: coupled-cluster response density matrices, for example, need not belong to any state, even when the code is correct. Some mistakes pass unnoticed: transposing a Hermitian \(g\) leaves \(|g(i,j)|\) unchanged, and a \(D\) too small by a factor of 2 only loosens the test. In a variational calculation with density matrices as unknowns, the same condition can be imposed as

\[
\begin{pmatrix} g(i,i)-D & g(i,j)\\ g(i,j)^* & g(j,j)-D\end{pmatrix}\succeq0 ,
\]

which is linear in the unknowns and so fits a semidefinite program. The test depends on the orbital basis: in natural spin orbitals, the eigenvectors of \(g\), the off-diagonal \(g(i,j)\) vanish, and only the signs of \(u\) and \(v\) are tested.
